# The energy $e<0$ fixes the decay rate $\sqrt{-2e}$ of a positive bound orbital in a potential that vanishes at infinity

A computed orbital can have an accurate energy and still fall off far too fast at large $r$. For a positive radial solution that tends to zero, in a potential that also tends to zero, the energy $e<0$ supplies a check on the tail: in atomic units, the logarithmic decay rate must be $\sqrt{-2e}$.

```lean
import Mathlib

open Filter Topology

namespace OrbitalTailDecay

/-- A positive radial function `u` that solves `-u''/2 + v u = e u` on `r > 0`, where both `u`
and the potential `v` tend to zero at infinity. -/
structure IsBoundOrbital (v : ℝ → ℝ) (e : ℝ) (u : ℝ → ℝ) : Prop where
  pos : ∀ r, 0 < r → 0 < u r
  diff : ∀ r, 0 < r → DifferentiableAt ℝ u r
  diff_deriv : ∀ r, 0 < r → DifferentiableAt ℝ (deriv u) r
  schrodinger : ∀ r, 0 < r → -(deriv (deriv u) r) / 2 + v r * u r = e * u r
  potential_tail : Tendsto v atTop (𝓝 0)
  orbital_tail : Tendsto u atTop (𝓝 0)

/-- The derivative of the exponential `exp (a r)` is `a exp (a r)`. -/
lemma hasDerivAt_expo (a r : ℝ) :
    HasDerivAt (fun x => Real.exp (a * x)) (a * Real.exp (a * r)) r :=
  (((hasDerivAt_id' r).const_mul a).exp).congr_deriv (by ring)

/-- A function with nonnegative slope on `[a, ∞)` is nondecreasing there. -/
lemma monotone_of_slope {f f' : ℝ → ℝ} {a : ℝ} (h : ∀ r, a ≤ r → HasDerivAt f (f' r) r)
    (h0 : ∀ r, a ≤ r → 0 ≤ f' r) : MonotoneOn f (Set.Ici a) :=
  monotoneOn_of_deriv_nonneg (convex_Ici a)
    (fun r hr => (h r hr).continuousAt.continuousWithinAt)
    (fun r hr => (h r (interior_subset hr)).differentiableAt.differentiableWithinAt)
    (fun r hr => by
      rw [(h r (interior_subset hr)).deriv]
      exact h0 r (interior_subset hr))

/-- A function whose slope is at least `c` on `[a, ∞)` lies above the line of slope `c`
through its value at `a`. -/
lemma linear_growth {f f' : ℝ → ℝ} {a c : ℝ} (h : ∀ r, a ≤ r → HasDerivAt f (f' r) r)
    (hc : ∀ r, a ≤ r → c ≤ f' r) (r : ℝ) (hr : a ≤ r) : f a + c * (r - a) ≤ f r := by
  have hm : MonotoneOn (fun x => f x - c * x) (Set.Ici a) :=
    monotone_of_slope (f' := fun x => f' x - c * 1)
      (fun x hx => (h x hx).fun_sub ((hasDerivAt_id' x).const_mul c))
      (fun x hx => by linarith [hc x hx])
  have h1 : f a - c * a ≤ f r - c * r := hm (Set.mem_Ici.2 le_rfl) (Set.mem_Ici.2 hr) hr
  linarith

variable {v u : ℝ → ℝ} {e k : ℝ}

/-- By the radial equation, `(u' + k u) exp (-k r)` has the derivative
`(2 (v - e) - k²) u exp (-k r)`. -/
theorem hasDerivAt_slope (h : IsBoundOrbital v e u) (k : ℝ) {r : ℝ} (hr : 0 < r) :
    HasDerivAt (fun x => (deriv u x + k * u x) * Real.exp (-k * x))
      ((2 * (v r - e) - k ^ 2) * u r * Real.exp (-k * r)) r := by
  have h2 := ((h.diff_deriv r hr).hasDerivAt.fun_add
    ((h.diff r hr).hasDerivAt.const_mul k)).fun_mul (hasDerivAt_expo (-k) r)
  refine h2.congr_deriv ?_
  linear_combination (-2 * Real.exp (-k * r)) * h.schrodinger r hr

/-- If `0 < k` and `k² < -2e`, then `u exp (k r)` is nonincreasing far from the origin. -/
theorem scaled_antitone (h : IsBoundOrbital v e u) (hk : 0 < k) (hke : k ^ 2 < -2 * e) :
    ∃ R, 0 < R ∧ AntitoneOn (fun r => u r * Real.exp (k * r)) (Set.Ici R) := by
  have hneg : e + k ^ 2 / 2 < 0 := by linarith
  obtain ⟨R, hR⟩ := eventually_atTop.1
    ((h.potential_tail.eventually_const_lt hneg).and (eventually_gt_atTop 0))
  -- a positive value of `u' + k u` would persist and make `u` grow
  have key : ∀ r, R ≤ r → deriv u r + k * u r ≤ 0 := by
    intro s hs
    by_contra hcon
    obtain ⟨g, hg⟩ : ∃ g, g = deriv u s + k * u s := ⟨_, rfl⟩
    have hg0 : 0 < g := by rw [hg]; exact not_le.1 hcon
    have hm := monotone_of_slope (a := s)
      (fun r hr => hasDerivAt_slope h k (hR r (hs.trans hr)).2)
      (fun r hr => mul_nonneg (mul_nonneg (by linarith [(hR r (hs.trans hr)).1])
        (h.pos r (hR r (hs.trans hr)).2).le) (Real.exp_pos _).le)
    have hge : ∀ r, s ≤ r → g ≤ deriv u r + k * u r := by
      intro r hr
      have h1 : (deriv u s + k * u s) * Real.exp (-k * s)
          ≤ (deriv u r + k * u r) * Real.exp (-k * r) :=
        hm (Set.mem_Ici.2 le_rfl) (Set.mem_Ici.2 hr) hr
      rw [← hg] at h1
      have h2 : Real.exp (-k * r) ≤ Real.exp (-k * s) := Real.exp_le_exp.2 (by nlinarith)
      exact le_of_mul_le_mul_right
        ((mul_le_mul_of_nonneg_left h2 hg0.le).trans h1) (Real.exp_pos _)
    have hsmall : 0 < g / (2 * k) := by positivity
    obtain ⟨a, ha⟩ := eventually_atTop.1
      ((h.orbital_tail.eventually_lt_const hsmall).and (eventually_ge_atTop s))
    have hku : ∀ r, a ≤ r → k * u r < g / 2 := by
      intro r hr
      have h1 := (lt_div_iff₀ (by positivity : 0 < 2 * k)).1 (ha r hr).1
      linarith
    have hpos : ∀ r, a ≤ r → 0 < r := fun r hr => (hR r (hs.trans (ha r hr).2)).2
    have hstep : a ≤ a + 1 / k := by
      have : 0 < 1 / k := by positivity
      linarith
    have hgrow := linear_growth (c := g / 2) (fun r hr => (h.diff r (hpos r hr)).hasDerivAt)
      (fun r hr => by linarith [hge r (ha r hr).2, hku r hr]) (a + 1 / k) hstep
    have h3 : g / 2 * (a + 1 / k - a) = g / (2 * k) := by
      field_simp
      ring
    linarith [(ha _ hstep).1, h.pos a (hpos a le_rfl)]
  refine ⟨R, (hR R le_rfl).2, fun x hx y hy hxy => ?_⟩
  have hm := monotone_of_slope (a := R)
    (fun r hr => ((h.diff r (hR r hr).2).hasDerivAt.fun_mul (hasDerivAt_expo k r)).fun_neg)
    (fun r hr => by nlinarith [key r hr, Real.exp_pos (k * r)])
  exact neg_le_neg_iff.1 (hm hx hy hxy)

/-- If `0 < k` and `-2e < k²`, then `u exp (k r)` is nondecreasing far from the origin. -/
theorem scaled_monotone (h : IsBoundOrbital v e u) (hk : 0 < k) (hke : -2 * e < k ^ 2) :
    ∃ R, 0 < R ∧ MonotoneOn (fun r => u r * Real.exp (k * r)) (Set.Ici R) := by
  have hpos : 0 < e + k ^ 2 / 2 := by linarith
  obtain ⟨R, hR⟩ := eventually_atTop.1
    ((h.potential_tail.eventually_lt_const hpos).and (eventually_gt_atTop 0))
  -- a negative value of `u' + k u` would persist and drive `u` below zero
  have key : ∀ r, R ≤ r → 0 ≤ deriv u r + k * u r := by
    intro s hs
    by_contra hcon
    obtain ⟨g, hg⟩ : ∃ g, g = -(deriv u s + k * u s) := ⟨_, rfl⟩
    have hg0 : 0 < g := by linarith [not_le.1 hcon]
    have hm := monotone_of_slope (a := s)
      (fun r hr => (hasDerivAt_slope h k (hR r (hs.trans hr)).2).fun_neg)
      (fun r hr => neg_nonneg.2 (mul_nonpos_of_nonpos_of_nonneg
        (mul_nonpos_of_nonpos_of_nonneg (by linarith [(hR r (hs.trans hr)).1])
          (h.pos r (hR r (hs.trans hr)).2).le) (Real.exp_pos _).le))
    have hge : ∀ r, s ≤ r → g ≤ -deriv u r := by
      intro r hr
      have h1 : -((deriv u s + k * u s) * Real.exp (-k * s))
          ≤ -((deriv u r + k * u r) * Real.exp (-k * r)) :=
        hm (Set.mem_Ici.2 le_rfl) (Set.mem_Ici.2 hr) hr
      rw [← neg_mul, ← neg_mul, ← hg] at h1
      have h2 : Real.exp (-k * r) ≤ Real.exp (-k * s) := Real.exp_le_exp.2 (by nlinarith)
      have h3 := le_of_mul_le_mul_right
        ((mul_le_mul_of_nonneg_left h2 hg0.le).trans h1) (Real.exp_pos _)
      linarith [mul_pos hk (h.pos r (hR r (hs.trans hr)).2)]
    have hus := h.pos s (hR s hs).2
    have hstep : s ≤ s + u s / g := by linarith [div_pos hus hg0]
    have hgrow := linear_growth
      (fun r hr => (h.diff r (hR r (hs.trans hr)).2).hasDerivAt.fun_neg) hge _ hstep
    have h3 : g * (s + u s / g - s) = u s := by
      rw [add_sub_cancel_left, mul_div_cancel₀ _ hg0.ne']
    linarith [h.pos _ (hR _ (hs.trans hstep)).2]
  exact ⟨R, (hR R le_rfl).2, monotone_of_slope
    (fun r hr => (h.diff r (hR r hr).2).hasDerivAt.fun_mul (hasDerivAt_expo k r))
    (fun r hr => by nlinarith [key r hr, Real.exp_pos (k * r)])⟩

/-- For every `0 < k < √(-2e)` the orbital is bounded by `C exp (-k r)` at large `r`. -/
theorem tail_upper_bound (h : IsBoundOrbital v e u) (hk : 0 < k) (hke : k < √(-2 * e)) :
    ∃ C R, ∀ r, R ≤ r → u r ≤ C * Real.exp (-k * r) := by
  obtain ⟨R, -, hm⟩ := scaled_antitone h hk ((Real.lt_sqrt hk.le).1 hke)
  refine ⟨u R * Real.exp (k * R), R, fun r hr => ?_⟩
  have h1 : u r * Real.exp (k * r) ≤ u R * Real.exp (k * R) :=
    hm (Set.mem_Ici.2 le_rfl) (Set.mem_Ici.2 hr) hr
  rw [neg_mul, Real.exp_neg, ← div_eq_mul_inv]
  exact (le_div_iff₀ (Real.exp_pos _)).2 h1

/-- For every `k > √(-2e)` the orbital is at least `c exp (-k r)` at large `r`, for some
`c > 0`. -/
theorem tail_lower_bound (h : IsBoundOrbital v e u) (hke : √(-2 * e) < k) :
    ∃ c R, 0 < c ∧ ∀ r, R ≤ r → c * Real.exp (-k * r) ≤ u r := by
  have hk : 0 < k := (Real.sqrt_nonneg _).trans_lt hke
  obtain ⟨R, hR, hm⟩ := scaled_monotone h hk ((Real.sqrt_lt' hk).1 hke)
  refine ⟨u R * Real.exp (k * R), R, mul_pos (h.pos R hR) (Real.exp_pos _), fun r hr => ?_⟩
  have h1 : u R * Real.exp (k * R) ≤ u r * Real.exp (k * r) :=
    hm (Set.mem_Ici.2 le_rfl) (Set.mem_Ici.2 hr) hr
  rw [neg_mul, Real.exp_neg, ← div_eq_mul_inv]
  exact (div_le_iff₀ (Real.exp_pos _)).2 h1

/-- For `e < 0` the logarithmic decay rate of the orbital is set by `e`: `log u(r) / r` tends to
`-√(-2e)`. -/
theorem decay_rate (h : IsBoundOrbital v e u) (he : e < 0) :
    Tendsto (fun r => Real.log (u r) / r) atTop (𝓝 (-√(-2 * e))) := by
  have hs : 0 < √(-2 * e) := Real.sqrt_pos.2 (by linarith)
  refine tendsto_order.2 ⟨fun a ha => ?_, fun a ha => ?_⟩
  · obtain ⟨k, hk1, hk2⟩ := exists_between (show √(-2 * e) < -a by linarith)
    obtain ⟨c, R, hc, hb⟩ := tail_lower_bound h hk1
    filter_upwards [eventually_ge_atTop R, eventually_gt_atTop 0,
      eventually_gt_atTop (-Real.log c / (-a - k))] with r h1 h2 h3
    have h4 := Real.log_le_log (mul_pos hc (Real.exp_pos _)) (hb r h1)
    rw [Real.log_mul hc.ne' (Real.exp_pos _).ne', Real.log_exp] at h4
    have h5 := (div_lt_iff₀ (by linarith : 0 < -a - k)).1 h3
    rw [lt_div_iff₀ h2]
    nlinarith
  · obtain ⟨k, hk1, hk2⟩ := exists_between (max_lt hs (show -a < √(-2 * e) by linarith))
    have hk0 : 0 < k := (le_max_left _ _).trans_lt hk1
    have hka : -a < k := (le_max_right _ _).trans_lt hk1
    obtain ⟨C, R, hb⟩ := tail_upper_bound h hk0 hk2
    filter_upwards [eventually_ge_atTop R, eventually_gt_atTop 0,
      eventually_gt_atTop (Real.log C / (a + k))] with r h1 h2 h3
    have hu := h.pos r h2
    have hC : 0 < C := by
      by_contra hC
      nlinarith [hb r h1, Real.exp_pos (-k * r), not_lt.1 hC]
    have h4 := Real.log_le_log hu (hb r h1)
    rw [Real.log_mul hC.ne' (Real.exp_pos _).ne', Real.log_exp] at h4
    have h5 := (div_lt_iff₀ (by linarith : 0 < a + k)).1 h3
    rw [div_lt_iff₀ h2]
    nlinarith

/-- The function `r exp (-Z r)` is a bound orbital of the Coulomb potential `-Z/r` with
eigenvalue `-Z²/2`, for every `Z > 0`. -/
theorem coulomb_witness {Z : ℝ} (hZ : 0 < Z) :
    IsBoundOrbital (fun r => -Z / r) (-Z ^ 2 / 2) (fun r => r * Real.exp (-Z * r)) := by
  have d1 : ∀ r, HasDerivAt (fun x => x * Real.exp (-Z * x))
      ((1 - Z * r) * Real.exp (-Z * r)) r := fun r =>
    ((hasDerivAt_id' r).fun_mul (hasDerivAt_expo (-Z) r)).congr_deriv (by ring)
  have hd : deriv (fun x => x * Real.exp (-Z * x))
      = fun r => (1 - Z * r) * Real.exp (-Z * r) := funext fun r => (d1 r).deriv
  have d2 : ∀ r, HasDerivAt (fun x => (1 - Z * x) * Real.exp (-Z * x))
      ((Z ^ 2 * r - 2 * Z) * Real.exp (-Z * r)) r := fun r =>
    (((hasDerivAt_const r (1 : ℝ)).fun_sub ((hasDerivAt_id' r).const_mul Z)).fun_mul
      (hasDerivAt_expo (-Z) r)).congr_deriv (by ring)
  refine ⟨fun r hr => mul_pos hr (Real.exp_pos _), fun r _ => (d1 r).differentiableAt,
    fun r _ => ?_, fun r hr => ?_, tendsto_const_nhds.div_atTop tendsto_id, ?_⟩
  · rw [hd]
    exact (d2 r).differentiableAt
  · rw [hd, (d2 r).deriv]
    have h1 : -Z / r * r = -Z := div_mul_cancel₀ _ hr.ne'
    linear_combination Real.exp (-Z * r) * h1
  · have h1 := ((Real.tendsto_pow_mul_exp_neg_atTop_nhds_zero 1).comp
      (tendsto_id.const_mul_atTop hZ)).const_mul (1 / Z)
    rw [mul_zero] at h1
    refine h1.congr fun r => ?_
    simp only [Function.comp_apply, id_eq, pow_one, neg_mul]
    field_simp

/-- For the Coulomb orbital `r exp (-Z r)` with eigenvalue `e = -Z²/2`, no bound
`C exp (-k r)` holds at large `r` when `k = √(-2e)`. -/
theorem coulomb_critical_fails {Z : ℝ} (hZ : 0 < Z) :
    ¬ ∃ C R, ∀ r, R ≤ r →
      r * Real.exp (-Z * r) ≤ C * Real.exp (-√(-2 * (-Z ^ 2 / 2)) * r) := by
  rintro ⟨C, R, hb⟩
  rw [show -2 * (-Z ^ 2 / 2) = Z ^ 2 by ring, Real.sqrt_sq hZ.le] at hb
  have h1 := le_of_mul_le_mul_right (hb (max R (C + 1)) (le_max_left _ _)) (Real.exp_pos _)
  linarith [le_max_right R (C + 1)]

end OrbitalTailDecay
```

```lean
#print axioms OrbitalTailDecay.decay_rate
#print axioms OrbitalTailDecay.coulomb_critical_fails
```

```
'OrbitalTailDecay.decay_rate' depends on axioms: [propext, Classical.choice, Quot.sound]
'OrbitalTailDecay.coulomb_critical_fails' depends on axioms: [propext, Classical.choice, Quot.sound]
```

## Two bounds around one exponent

Write $\kappa=\sqrt{-2e}$. For a function $u$ that satisfies `IsBoundOrbital v e u`, the main theorems say:

- `tail_upper_bound`: for every $0<k<\kappa$ there are $C,R$ with $u(r)\le C e^{-kr}$ for all $r\ge R$.
- `tail_lower_bound`: for every $k>\kappa$ there are $c>0$ and $R$ with $c\,e^{-kr}\le u(r)$ for all $r\ge R$.
- `decay_rate`: if $e<0$, then $\log u(r)/r\to-\kappa$.

The constants may depend on $k$. The upper bound needs no separate assumption $e<0$, because $0<k<\kappa$ already forces it. The lower bound is stated for every real $e$; when $e\ge0$, Lean's square root gives $\kappa=0$.

The upper bound cannot be extended to $k=\kappa$ in general. By `coulomb_witness`, the function $re^{-Zr}$ satisfies all the assumptions with $v=-Z/r$ and $e=-Z^2/2$, for every $Z>0$. Here $\kappa=Z$, and `coulomb_critical_fails` shows that no bound $Ce^{-Zr}$ holds: it would give $r\le C$ for all large $r$. The energy thus fixes the exponential rate but leaves room for a power of $r$ in front.

## The orbital and its potential

The equation is the radial Schrödinger equation in atomic units,
$$-\tfrac12u''(r)+v(r)u(r)=e\,u(r),\qquad r>0,$$
where $u$ is $r$ times the radial part of the orbital. The effective potential $v$ may contain the centrifugal term $\ell(\ell+1)/(2r^2)$, which vanishes at infinity. In Lean, `diff` and `diff_deriv` provide the two derivatives, and `potential_tail` and `orbital_tail` are the two limits. The first limit says that the electron becomes free far away and sets the zero of energy; the second selects the decaying solution.

There is no normalisation and no condition at the origin, so $e$ need not be an eigenvalue of a complete boundary-value problem. Positivity on all of $r>0$ means that $u$ has no nodes. For an orbital with finitely many nodes, one can move the origin beyond the last node and, if necessary, change the sign of $u$; the shifted function and potential then meet the assumptions.

The result applies to the radial function of a bound Kohn–Sham orbital of an atom, with $e<0$, when the potential is local, spherical and zero at infinity. It does not cover the nonlocal exchange operator of Hartree–Fock theory or the interacting many-electron wavefunction.

## Why the tail has no other choice

For a constant $k>0$, put
$$W(r)=\bigl(u'(r)+k\,u(r)\bigr)e^{-kr}.$$
The terms in $ku'$ cancel on differentiation, and the radial equation gives $u''=2(v-e)u$. Hence
$$W'=(u''-k^2u)e^{-kr}=\bigl(2(v-e)-k^2\bigr)u\,e^{-kr}.$$
This is `hasDerivAt_slope`, where `linear_combination` inserts the radial equation. Since $u>0$ and $v\to0$, the sign of $W'$ far out is the sign of $-2e-k^2$ whenever this number is not zero.

**Slow exponent, $k<\kappa$.** Choose $R>0$ such that $v(r)>e+k^2/2$ for $r\ge R$. This is possible because the right-hand side is negative. Then $W$ is nondecreasing on $[R,\infty)$. Suppose that $u'(s)+k\,u(s)=g>0$ at some $s\ge R$. For $r\ge s$,
$$u'(r)+k\,u(r)\ge g\,e^{k(r-s)}\ge g.$$
Because $u\to0$, there is $a\ge s$ beyond which $u<g/(2k)$, and therefore $u'\ge g/2$. A step of length $1/k$ gives
$$u(a+1/k)\ge u(a)+\frac{g}{2k}>\frac{g}{2k},$$
a contradiction. So $u'+ku\le0$ on $[R,\infty)$, and
$$\bigl(u\,e^{kr}\bigr)'=(u'+ku)e^{kr}\le0.$$
It follows that $u(r)\le u(R)e^{kR}e^{-kr}$. In `scaled_antitone` the contradiction is the block named `key`, and `linear_growth` supplies the finite step.

**Fast exponent, $k>\kappa$.** Now $v(r)<e+k^2/2$ far out, so $W$ is nonincreasing there. If $u'(s)+k\,u(s)=-g<0$, then for $r\ge s$
$$u'(r)\le-g\,e^{k(r-s)}-k\,u(r)\le-g.$$
After a distance $u(s)/g$ the function has fallen to zero or below, against positivity. So $u'+ku\ge0$, the product $u\,e^{kr}$ is nondecreasing, and $u(r)\ge u(R)e^{kR}e^{-kr}$. This is `scaled_monotone`, again with `linear_growth`, applied to $-u$.

**The limit.** For $r>0$ in the tail, logarithms of the two bounds give
$$\frac{\log u(r)}r\le\frac{\log C}r-k\quad(k<\kappa),\qquad
\frac{\log u(r)}r\ge\frac{\log c}r-k\quad(k>\kappa).$$
The terms with the constants vanish as $r\to\infty$, and $k$ can be taken as close to $\kappa$ as desired from either side. In `decay_rate`, `tendsto_order` splits the limit into these two inequalities, `exists_between` chooses $k$, and `filter_upwards` collects the conditions on how large $r$ must be.

## Monotonicity without an integral

The proof turns on Mathlib's `monotoneOn_of_deriv_nonneg`, which `monotone_of_slope` adapts to a half-line. It asks for a convex set, continuity on the set, and differentiability with a nonnegative derivative in the interior. It does not ask for a continuous or integrable derivative. This matters for $W'$, which contains $v$: the potential is assumed to have a limit at infinity, but not to be continuous. (A jump in $v$, as at the edge of a square well, is still excluded, because $u''$ must exist at every $r>0$ and a derivative has no jumps. With the origin moved beyond the last jump, the assumptions can hold again.) Integrating $W'$ would call for an integrability argument that this route avoids.

## The exponent in a radial solver

An atomic code that integrates inward from a large radius $r_{\max}$ can start with $u'/u=-\sqrt{-2e}$, using the current trial energy. If the potential tends to a constant $v_\infty$ instead of zero, the exponent is $\sqrt{2(v_\infty-e)}$.

In a converged orbital, the local exponent $-u'/u$ is a convenient diagnostic. For the Coulomb orbital above it equals $Z-1/r$, whereas $-\log u/r$ equals $Z-(\log r)/r$ and approaches the limit more slowly. A finite expansion in Gaussians eventually falls below every $c\,e^{-kr}$ with $c>0$, so its far tail cannot be that of an exact solution of this kind, however good its energy.
